# Fermi–Dirac contractions in the Gibbs state of finitely many non-interacting fermion modes

Modes are numbered $0,\dots,n-1$. The annihilation operator $a_i$ is a finite complex matrix, and $a_i^\dagger$ is its conjugate transpose, written `(a i)ᴴ` in Lean.

```lean
import Mathlib

open Matrix

namespace ThermalContractions

noncomputable section

variable {n : ℕ} {m : Type*} [Fintype m] [DecidableEq m]
```

The type `Fin n` labels the modes. The finite type `m` labels the basis states, so its size is the dimension of the representation space.

```lean
/-- The canonical anticommutation relations for `n` fermionic modes, with the adjoint matrices
as creation operators. -/
structure IsCAR (a : Fin n → Matrix m m ℂ) : Prop where
  anti : ∀ i j, a i * a j + a j * a i = 0
  mixed : ∀ i j, a i * (a j)ᴴ + (a j)ᴴ * a i = if i = j then 1 else 0
```

The hypothesis `IsCAR a` says that $a_ia_j+a_ja_i=0$ and $a_ia_j^\dagger+a_j^\dagger a_i=\delta_{ij}$. The representation may be reducible.

```lean
/-- The number operator of mode `i`. -/
def number (a : Fin n → Matrix m m ℂ) (i : Fin n) : Matrix m m ℂ := (a i)ᴴ * a i
```

This is $N_i=a_i^\dagger a_i$.

```lean
/-- The statistical factor `1 + (λ_i - 1) a_i† a_i` of mode `i`. -/
def factor (a : Fin n → Matrix m m ℂ) (lam : Fin n → ℝ) (i : Fin n) : Matrix m m ℂ :=
  1 + ((lam i : ℂ) - 1) • number a i
```

Each mode has a real weight $\lambda_i$ and a factor $f_i=1+(\lambda_i-1)N_i$, which equals 1 on an empty mode and $\lambda_i$ on a filled one. The symbol `•` multiplies a matrix by a scalar.

```lean
/-- The product of the statistical factors over a list of modes. -/
def densityOn (a : Fin n → Matrix m m ℂ) (lam : Fin n → ℝ) (l : List (Fin n)) :
    Matrix m m ℂ := (l.map (factor a lam)).prod
```

A product over an arbitrary list of modes allows induction, one mode at a time.

```lean
/-- The product `ρ` of the statistical factors of all modes. -/
def density (a : Fin n → Matrix m m ℂ) (lam : Fin n → ℝ) : Matrix m m ℂ :=
  densityOn a lam (List.finRange n)
```

Taking all modes gives $\rho=\prod_i f_i$. For positive weights this is an unnormalised density operator.

```lean
/-- The grand-canonical Gibbs operator `exp(-β Σ_i (ε_i - μ) a_i† a_i)`. -/
def gibbs (a : Fin n → Matrix m m ℂ) (ε : Fin n → ℝ) (β μ : ℝ) : Matrix m m ℂ :=
  NormedSpace.exp (-(β : ℂ) • ∑ i, ((ε i - μ : ℝ) : ℂ) • number a i)
```

The Gibbs operator is the matrix exponential $e^{-\beta\sum_i(\varepsilon_i-\mu)N_i}$, with mode energies $\varepsilon_i$, chemical potential $\mu$ and inverse temperature $\beta$. Its exponent is diagonal in the modes and contains no interaction.

## Moving ladder operators through the density operator

```lean
/-- Products of the ladder operators of a mode with the number operator of the same mode. -/
theorem number_same_mode {a : Fin n → Matrix m m ℂ} (h : IsCAR a) (i : Fin n) :
    a i * number a i = a i ∧ number a i * a i = 0 ∧
      number a i * (a i)ᴴ = (a i)ᴴ ∧ (a i)ᴴ * number a i = 0 := by
  have sq : a i * a i = 0 := by
    linear_combination (norm := module) (1 / 2 : ℂ) • h.anti i i
  have sq' : (a i)ᴴ * (a i)ᴴ = 0 := by
    rw [← Matrix.conjTranspose_mul, sq, Matrix.conjTranspose_zero]
  have hm : a i * (a i)ᴴ + (a i)ᴴ * a i = 1 := by rw [h.mixed i i, if_pos rfl]
  unfold number
  refine ⟨?_, ?_, ?_, ?_⟩
  · linear_combination (norm := noncomm_ring) hm * a i - (a i)ᴴ * sq
  · rw [mul_assoc, sq, mul_zero]
  · linear_combination (norm := noncomm_ring) (a i)ᴴ * hm - sq' * a i
  · rw [← mul_assoc, sq', zero_mul]
```

Setting $i=j$ in the first relation gives $a_i^2=0$, and the adjoint gives $(a_i^\dagger)^2=0$. Hence
$$a_iN_i=(1-a_i^\dagger a_i)a_i=a_i,\qquad N_ia_i^\dagger=a_i^\dagger(1-a_i^\dagger a_i)=a_i^\dagger,$$
while $N_ia_i=a_i^\dagger N_i=0$. The tactic `linear_combination` checks that the stated multiples of known equations add up to the goal.

```lean
/-- The ladder operators of one mode commute with the number operator of any other mode. -/
theorem number_other_mode {a : Fin n → Matrix m m ℂ} (h : IsCAR a) {i j : Fin n}
    (hij : j ≠ i) : Commute (a j) (number a i) ∧ Commute (a j)ᴴ (number a i) := by
  have h1 : a j * (a i)ᴴ + (a i)ᴴ * a j = 0 := by rw [h.mixed j i, if_neg hij]
  have h2 := h.anti j i
  have h3 : (a j)ᴴ * (a i)ᴴ + (a i)ᴴ * (a j)ᴴ = 0 := by
    rw [← Matrix.conjTranspose_mul, ← Matrix.conjTranspose_mul, ← Matrix.conjTranspose_add,
      h.anti i j, Matrix.conjTranspose_zero]
  have h4 : a i * (a j)ᴴ + (a j)ᴴ * a i = 0 := by rw [h.mixed i j, if_neg hij.symm]
  constructor
  · change a j * ((a i)ᴴ * a i) = (a i)ᴴ * a i * a j
    linear_combination (norm := noncomm_ring) h1 * a i - (a i)ᴴ * h2
  · change (a j)ᴴ * ((a i)ᴴ * a i) = (a i)ᴴ * a i * (a j)ᴴ
    linear_combination (norm := noncomm_ring) h3 * a i - (a i)ᴴ * h4
```

For $j\neq i$, two sign changes cancel:
$$a_ja_i^\dagger a_i=-a_i^\dagger a_ja_i=a_i^\dagger a_ia_j.$$
The same holds for $a_j^\dagger$. `Commute` states that two matrices commute.

```lean
/-- The ladder operators of a mode commute with a product of factors of other modes. -/
theorem densityOn_commute {a : Fin n → Matrix m m ℂ} (h : IsCAR a) (lam : Fin n → ℝ)
    {j : Fin n} {l : List (Fin n)} (hj : j ∉ l) :
    Commute (a j) (densityOn a lam l) ∧ Commute (a j)ᴴ (densityOn a lam l) := by
  have key : ∀ i ∈ l, Commute (a j) (factor a lam i) ∧ Commute (a j)ᴴ (factor a lam i) := by
    intro i hi
    obtain ⟨c1, c2⟩ := number_other_mode h (fun e : j = i => hj (e ▸ hi))
    exact ⟨(Commute.one_right _).add_right (c1.smul_right _),
      (Commute.one_right _).add_right (c2.smul_right _)⟩
  constructor <;> refine Commute.list_prod_right _ _ fun x hx => ?_
  · obtain ⟨i, hi, rfl⟩ := List.mem_map.1 hx
    exact (key i hi).1
  · obtain ⟨i, hi, rfl⟩ := List.mem_map.1 hx
    exact (key i hi).2
```

So $a_j$ and $a_j^\dagger$ commute with any product of factors that omits mode $j$.

```lean
/-- Moving `a_j` to the right, or `a_j†` to the left, through a product of factors of distinct modes
that include `j` gives the factor `λ_j`. -/
theorem densityOn_exchange {a : Fin n → Matrix m m ℂ} (h : IsCAR a) (lam : Fin n → ℝ)
    {j : Fin n} {l : List (Fin n)} (hl : l.Nodup) (hj : j ∈ l) :
    a j * densityOn a lam l = (lam j : ℂ) • (densityOn a lam l * a j) ∧
      densityOn a lam l * (a j)ᴴ = (lam j : ℂ) • ((a j)ᴴ * densityOn a lam l) := by
  induction l with
  | nil => simp at hj
  | cons i l ih =>
    have hc : densityOn a lam (i :: l) = factor a lam i * densityOn a lam l := by
      simp [densityOn]
    rw [List.nodup_cons] at hl
    by_cases hij : j = i
    · -- the factor of mode `j` itself produces the weight
      subst hij
      obtain ⟨c1, c2⟩ := densityOn_commute h lam hl.1
      obtain ⟨n1, n2, n3, n4⟩ := number_same_mode h j
      have f1 : a j * factor a lam j = (lam j : ℂ) • (factor a lam j * a j) := by
        simp only [factor, mul_add, add_mul, mul_one, one_mul, mul_smul_comm,
          smul_mul_assoc, n1, n2, smul_zero, add_zero]
        module
      have f2 : factor a lam j * (a j)ᴴ = (lam j : ℂ) • ((a j)ᴴ * factor a lam j) := by
        simp only [factor, mul_add, add_mul, mul_one, one_mul, mul_smul_comm,
          smul_mul_assoc, n3, n4, smul_zero, add_zero]
        module
      constructor
      · rw [hc, ← mul_assoc, f1, smul_mul_assoc, mul_assoc, c1.eq, ← mul_assoc]
      · rw [hc, mul_assoc, ← c2.eq, ← mul_assoc, f2, smul_mul_assoc, mul_assoc]
    · -- the factor of another mode is passed freely
      obtain ⟨i1, i2⟩ := ih hl.2 ((List.mem_cons.1 hj).resolve_left hij)
      obtain ⟨c1, c2⟩ := number_other_mode h hij
      have g1 : Commute (a j) (factor a lam i) :=
        (Commute.one_right _).add_right (c1.smul_right _)
      have g2 : Commute (a j)ᴴ (factor a lam i) :=
        (Commute.one_right _).add_right (c2.smul_right _)
      constructor
      · rw [hc, ← mul_assoc, g1.eq, mul_assoc, i1, mul_smul_comm, ← mul_assoc]
      · rw [hc, mul_assoc, i2, mul_smul_comm, ← mul_assoc, ← g2.eq, mul_assoc]
```

For the mode's own factor, $a_jf_j=\lambda_ja_j$ and $f_ja_j=a_j$, so $a_jf_j=\lambda_jf_ja_j$. Likewise $f_ja_j^\dagger=\lambda_ja_j^\dagger=\lambda_ja_j^\dagger f_j$. The induction asks whether the first factor belongs to mode $j$. If so, it supplies $\lambda_j$ and the rest commutes; if not, it is passed freely. `Nodup` ensures that each mode occurs only once.

## Traces and contractions

```lean
/-- The trace of the product `ρ` of all factors is the dimension of the space times `Π_i (1 +
λ_i)/2`. -/
theorem trace_density {a : Fin n → Matrix m m ℂ} (h : IsCAR a) (lam : Fin n → ℝ) :
    (density a lam).trace = (Fintype.card m : ℂ) * ∏ i, (1 + (lam i : ℂ)) / 2 := by
  have key : ∀ l : List (Fin n), l.Nodup → (densityOn a lam l).trace =
      (Fintype.card m : ℂ) * (l.map fun i => (1 + (lam i : ℂ)) / 2).prod := by
    intro l hl
    induction l with
    | nil => simp [densityOn]
    | cons i l ih =>
      have hc : densityOn a lam (i :: l) = factor a lam i * densityOn a lam l := by
        simp [densityOn]
      rw [List.nodup_cons] at hl
      obtain ⟨-, c2⟩ := densityOn_commute h lam hl.1
      have ih' := ih hl.2
      set R := densityOn a lam l
      -- empty and filled mode carry equal trace
      have e1 : ((a i)ᴴ * a i * R).trace = (a i * (a i)ᴴ * R).trace := by
        rw [mul_assoc, Matrix.trace_mul_comm, mul_assoc, ← c2.eq, mul_assoc]
      have e2 : (a i * (a i)ᴴ * R).trace + ((a i)ᴴ * a i * R).trace = R.trace := by
        rw [← Matrix.trace_add, ← add_mul, h.mixed i i, if_pos rfl, one_mul]
      have e3 : (number a i * R).trace = R.trace / 2 := by
        unfold number
        linear_combination e2 / 2 + e1 / 2
      rw [hc, List.map_cons, List.prod_cons, factor, add_mul, one_mul, smul_mul_assoc,
        Matrix.trace_add, Matrix.trace_smul, smul_eq_mul, e3, ih']
      ring
  rw [Fin.prod_univ_def]
  exact key _ (List.nodup_finRange n)
```

Let $R$ be the product of the factors after $f_i$. Cyclicity, with $a_i^\dagger$ commuting with $R$, gives
$$\operatorname{tr}(a_i^\dagger a_iR)=\operatorname{tr}(a_iRa_i^\dagger)=\operatorname{tr}(a_ia_i^\dagger R).$$
The two outer traces add up to $\operatorname{tr}R$, so each is half of it, and $\operatorname{tr}(f_iR)=\frac{1+\lambda_i}{2}\operatorname{tr}R$. Starting from $\operatorname{tr}1=\dim$, induction gives $\operatorname{tr}\rho=\dim\cdot\prod_i(1+\lambda_i)/2$.

```lean
/-- Exchange relations of the ladder operators with `ρ`, the thermal contraction
`tr(ρ a_i† a_j) = δ_ij λ_i/(1+λ_i) tr ρ`, and the vanishing of `tr(ρ a_i a_j)`. -/
theorem thermal_contraction {a : Fin n → Matrix m m ℂ} (h : IsCAR a) {lam : Fin n → ℝ}
    (hlam : ∀ i, 0 < lam i) :
    (∀ j, a j * density a lam = (lam j : ℂ) • (density a lam * a j)) ∧
    (∀ j, density a lam * (a j)ᴴ = (lam j : ℂ) • ((a j)ᴴ * density a lam)) ∧
    (∀ i j, (density a lam * (a i)ᴴ * a j).trace =
      if i = j then (lam i : ℂ) / (1 + lam i) * (density a lam).trace else 0) ∧
    (∀ i j, (density a lam * a i * a j).trace = 0) := by
  have ex := fun j => densityOn_exchange h lam (List.nodup_finRange n) (List.mem_finRange j)
  change ∀ j, a j * density a lam = (lam j : ℂ) • (density a lam * a j) ∧
    density a lam * (a j)ᴴ = (lam j : ℂ) • ((a j)ᴴ * density a lam) at ex
  have hpos : ∀ i, (1 + (lam i : ℂ)) ≠ 0 := by
    intro i
    have h0 : 1 + lam i ≠ 0 := (add_pos one_pos (hlam i)).ne'
    exact_mod_cast h0
  set ρ := density a lam
  refine ⟨fun j => (ex j).1, fun j => (ex j).2, fun i j => ?_, fun i j => ?_⟩
  · -- carry the creation operator once around the trace
    have e1 : (ρ * (a i)ᴴ * a j).trace = (lam i : ℂ) * (ρ * (a j * (a i)ᴴ)).trace := by
      rw [(ex i).2, smul_mul_assoc, Matrix.trace_smul, smul_eq_mul, mul_assoc (a i)ᴴ,
        Matrix.trace_mul_comm (a i)ᴴ, mul_assoc ρ]
    have e2 : (ρ * (a j * (a i)ᴴ)).trace + (ρ * (a i)ᴴ * a j).trace =
        if i = j then ρ.trace else 0 := by
      rw [mul_assoc ρ (a i)ᴴ, ← Matrix.trace_add, ← mul_add, h.mixed j i]
      by_cases hij : i = j
      · rw [if_pos hij.symm, if_pos hij, mul_one]
      · rw [if_neg (Ne.symm hij), if_neg hij, mul_zero, Matrix.trace_zero]
    by_cases hij : i = j
    · rw [if_pos hij] at e2 ⊢
      rw [div_mul_eq_mul_div, eq_div_iff (hpos i)]
      linear_combination e1 + (lam i : ℂ) * e2
    · rw [if_neg hij] at e2 ⊢
      have e3 : (ρ * (a i)ᴴ * a j).trace * (1 + (lam i : ℂ)) = 0 := by
        linear_combination e1 + (lam i : ℂ) * e2
      exact (mul_eq_zero.mp e3).resolve_right (hpos i)
  · have e1 : (ρ * a i * a j).trace = (lam j : ℂ) * (ρ * a j * a i).trace := by
      rw [Matrix.trace_mul_comm (ρ * a i), ← mul_assoc, (ex j).1, smul_mul_assoc,
        Matrix.trace_smul, smul_eq_mul]
    have e2 : (ρ * a j * a i).trace + (ρ * a i * a j).trace = 0 := by
      rw [mul_assoc ρ (a j), mul_assoc ρ (a i), ← Matrix.trace_add, ← mul_add,
        h.anti j i, mul_zero, Matrix.trace_zero]
    have e3 : (ρ * a i * a j).trace * (1 + (lam j : ℂ)) = 0 := by
      linear_combination e1 + (lam j : ℂ) * e2
    exact (mul_eq_zero.mp e3).resolve_right (hpos j)
```

The first two statements are the exchange relations for the full $\rho$. For the third, put $C_{ij}=\operatorname{tr}(\rho a_i^\dagger a_j)$. Then
$$C_{ij}=\lambda_i\operatorname{tr}(a_i^\dagger\rho a_j)=\lambda_i\operatorname{tr}(\rho a_ja_i^\dagger)=\lambda_i(\delta_{ij}\operatorname{tr}\rho-C_{ij}),$$
so $C_{ij}=\delta_{ij}\frac{\lambda_i}{1+\lambda_i}\operatorname{tr}\rho$. In the code, `e1` is the cyclic step and `e2` the anticommutator.

For the fourth, $D_{ij}=\operatorname{tr}(\rho a_ia_j)$ satisfies
$$D_{ij}=\operatorname{tr}(a_j\rho a_i)=\lambda_j\operatorname{tr}(\rho a_ja_i)=-\lambda_jD_{ij},$$
hence $D_{ij}=0$. The assumption $\lambda_i>0$, natural for a Boltzmann weight, enters only through $1+\lambda_i\neq0$.

## From the exponential to Fermi–Dirac occupations

```lean
/-- The exponential of a multiple of an idempotent matrix `P` is `1 + (e^c - 1) P`. -/
theorem exp_smul_idempotent {P : Matrix m m ℂ} (hP : P * P = P) (c : ℂ) :
    NormedSpace.exp (c • P) = 1 + (Complex.exp c - 1) • P := by
  have hpow : ∀ k : ℕ, P ^ (k + 1) = P := by
    intro k
    induction k with
    | zero => simp
    | succ k ih => rw [pow_succ, ih, hP]
  have h0 : HasSum (fun k : ℕ => c ^ k / (k.factorial : ℂ)) (Complex.exp c) := by
    rw [Complex.exp_eq_exp_ℂ]
    exact NormedSpace.expSeries_div_hasSum_exp c
  have h1 : HasSum (fun k : ℕ => if k = 0 then 1 - P else 0) (1 - P) :=
    hasSum_ite_eq 0 (1 - P)
  have h2 := (h0.smul_const P).add h1
  -- only the zeroth term of the series differs from a multiple of `P`
  have key : ∀ k : ℕ, ((k.factorial : ℂ)⁻¹) • (c • P) ^ k =
      (c ^ k / (k.factorial : ℂ)) • P + (if k = 0 then 1 - P else 0) := by
    intro k
    cases k with
    | zero => simp
    | succ k =>
      rw [smul_pow, hpow, smul_smul, if_neg (Nat.succ_ne_zero k), add_zero, div_eq_inv_mul]
  have h3 := h2.congr_fun key
  have h4 : NormedSpace.exp (c • P) = ∑' k : ℕ, ((k.factorial : ℂ)⁻¹) • (c • P) ^ k := by
    rw [NormedSpace.exp_eq_tsum ℂ]
  rw [h4, h3.tsum_eq]
  module
```

If $P^2=P$, every positive power of $P$ is $P$, so
$$e^{cP}=1+\sum_{k\ge1}\frac{c^k}{k!}P=1+(e^c-1)P.$$

```lean
/-- The Gibbs operator is the product density operator with `λ_i = exp(-β(ε_i - μ))`. -/
theorem gibbs_eq_density {a : Fin n → Matrix m m ℂ} (h : IsCAR a) (ε : Fin n → ℝ)
    (β μ : ℝ) : gibbs a ε β μ = density a (fun i => Real.exp (-β * (ε i - μ))) := by
  have comm : ∀ i j, Commute (number a i) (number a j) := by
    intro i j
    by_cases hij : i = j
    · rw [hij]
    · obtain ⟨c1, c2⟩ := number_other_mode h hij
      exact c2.mul_left c1
  have key : ∀ (c : Fin n → ℝ) (l : List (Fin n)),
      NormedSpace.exp ((l.map fun i => (c i : ℂ) • number a i).sum) =
        densityOn a (fun i => Real.exp (c i)) l := by
    intro c l
    induction l with
    | nil => simp [densityOn]
    | cons i l ih =>
      have hc : densityOn a (fun i => Real.exp (c i)) (i :: l) =
          factor a (fun i => Real.exp (c i)) i * densityOn a (fun i => Real.exp (c i)) l := by
        simp [densityOn]
      have hcomm : Commute ((c i : ℂ) • number a i)
          ((l.map fun i => (c i : ℂ) • number a i).sum) := by
        refine Commute.list_sum_right _ _ fun x hx => ?_
        obtain ⟨j, -, rfl⟩ := List.mem_map.1 hx
        exact ((comm i j).smul_left _).smul_right _
      have idem : number a i * number a i = number a i := by
        change (a i)ᴴ * a i * number a i = (a i)ᴴ * a i
        rw [mul_assoc, (number_same_mode h i).1]
      rw [List.map_cons, List.sum_cons, Matrix.exp_add_of_commute _ _ hcomm, ih, hc,
        exp_smul_idempotent idem, factor, Complex.ofReal_exp]
  have hs : -(β : ℂ) • ∑ i, ((ε i - μ : ℝ) : ℂ) • number a i =
      ((List.finRange n).map fun i => ((-β * (ε i - μ) : ℝ) : ℂ) • number a i).sum := by
    rw [← Fin.sum_univ_def, Finset.smul_sum]
    refine Finset.sum_congr rfl fun i _ => ?_
    rw [smul_smul, Complex.ofReal_mul, Complex.ofReal_neg]
  rw [gibbs, hs]
  exact key (fun i => -β * (ε i - μ)) _
```

The $N_i$ commute and satisfy $N_i^2=N_i$. The exponential of their weighted sum therefore factorises, and each factor is $f_i$ with $\lambda_i=e^{-\beta(\varepsilon_i-\mu)}$.

```lean
/-- In the Gibbs state the partition function is nonzero and the normalised contraction of
`a_i†` with `a_j` is `δ_ij / (exp(β(ε_i - μ)) + 1)`. -/
theorem fermi_dirac [Nonempty m] {a : Fin n → Matrix m m ℂ} (h : IsCAR a)
    (ε : Fin n → ℝ) (β μ : ℝ) :
    (gibbs a ε β μ).trace ≠ 0 ∧
    ∀ i j, (gibbs a ε β μ * (a i)ᴴ * a j).trace / (gibbs a ε β μ).trace =
      if i = j then ((1 / (Real.exp (β * (ε i - μ)) + 1) : ℝ) : ℂ) else 0 := by
  rw [gibbs_eq_density h]
  have hT : (density a (fun i => Real.exp (-β * (ε i - μ)))).trace ≠ 0 := by
    rw [trace_density h]
    refine mul_ne_zero (Nat.cast_ne_zero.2 Fintype.card_ne_zero)
      (Finset.prod_ne_zero_iff.2 fun i _ => ?_)
    have h0 : (1 + Real.exp (-β * (ε i - μ))) / 2 ≠ 0 := by positivity
    exact_mod_cast h0
  refine ⟨hT, fun i j => ?_⟩
  rw [(thermal_contraction h (fun i => Real.exp_pos (-β * (ε i - μ)))).2.2.1 i j]
  by_cases hij : i = j
  · have hr : Real.exp (-β * (ε i - μ)) / (1 + Real.exp (-β * (ε i - μ))) =
        1 / (Real.exp (β * (ε i - μ)) + 1) := by
      rw [div_eq_div_iff (by positivity) (by positivity)]
      have he : Real.exp (-β * (ε i - μ)) * Real.exp (β * (ε i - μ)) = 1 := by
        rw [← Real.exp_add, ← Real.exp_zero]
        congr 1
        ring
      linear_combination he
    rw [if_pos hij, if_pos hij, mul_div_cancel_right₀ _ hT, ← hr]
    simp only [Complex.ofReal_div, Complex.ofReal_add, Complex.ofReal_one]
  · rw [if_neg hij, if_neg hij, zero_div]
```

`[Nonempty m]` excludes the zero-dimensional space. The trace formula then makes the partition function nonzero, and dividing by it gives
$$\frac{C_{ij}}{\operatorname{tr}\rho}=\delta_{ij}\frac{\lambda_i}{1+\lambda_i}=\frac{\delta_{ij}}{e^{\beta(\varepsilon_i-\mu)}+1}.$$
These are the thermal spin-orbital occupations of mean-field electronic structure, where electrons are non-interacting in an effective potential; here the number of spin-orbitals is finite. The theorem concerns pairs of operators, not the Wick expansion of longer products.

## A two-mode representation

```lean
/-- The Jordan-Wigner annihilation matrices of two modes on the four-dimensional Fock space. -/
def jordanWigner : Fin 2 → Matrix (Fin 4) (Fin 4) ℂ :=
  ![!![0, 0, 1, 0; 0, 0, 0, 1; 0, 0, 0, 0; 0, 0, 0, 0],
    !![0, 1, 0, 0; 0, 0, 0, 0; 0, 0, 0, -1; 0, 0, 0, 0]]
```

In the basis $|00\rangle,|01\rangle,|10\rangle,|11\rangle$, ordered by the occupations of modes 0 and 1, $a_0$ empties mode 0. The matrix $a_1$ empties mode 1, with a minus sign when mode 0 is filled.

```lean
/-- The two-mode Jordan-Wigner matrices obey the canonical anticommutation relations. -/
theorem isCAR_witness : IsCAR jordanWigner := by
  -- write products and adjoints entrywise before inserting the explicit matrices
  constructor <;> intro i j <;> ext x y <;>
    simp only [Matrix.add_apply, Matrix.mul_apply, Matrix.conjTranspose_apply,
      Fin.sum_univ_four] <;>
    fin_cases i <;> fin_cases j <;> fin_cases x <;> fin_cases y <;>
    simp [jordanWigner]

end

end ThermalContractions
```

Lean checks the relations entry by entry, so `IsCAR` is satisfied by a concrete pair of modes.

```lean
#print axioms ThermalContractions.fermi_dirac
```

```
'ThermalContractions.fermi_dirac' depends on axioms: [propext, Classical.choice, Quot.sound]
```
